# A continuous, jointly convex energy whose infimum over an unbounded coordinate jumps from 1 to 0

Q: I hold one coordinate of a system fixed, let another relax until the energy is as low as it will go, record that energy, and then move the first coordinate a little. If the full energy surface is continuous and convex, I expect the recorded curve to be continuous as well. Can it jump?

A: It can, at the edge of the range of the fixed coordinate, when the relaxing coordinate is free to run off to infinity. Let x ≥ 0 be the control coordinate and let y ≥ 0 be the internal coordinate. In dimensionless units take the energy

F(x, y) = exp(−√(x y)).

At x = 0 the internal coordinate feels nothing and F = 1 for every y. At any x > 0, however small, the energy falls towards 0 as y grows. The relaxed energy

E(x) = inf over y ≥ 0 of F(x, y)

is therefore 1 at x = 0 and 0 for all x > 0.

Q: How does that appear in Lean?

A: F is `energy`, a function of two real numbers.

```lean
import Mathlib

open Filter Topology

namespace RelaxationDiscontinuity

noncomputable section

/-- The model energy `exp (-√(x y))` of a control coordinate `x` and an internal
coordinate `y`, considered for `x, y ≥ 0`. -/
def energy (x y : ℝ) : ℝ := Real.exp (-√(x * y))
```

E is `relaxed`. The set `Set.Ici 0` is the half-line [0, ∞), `energy x '' Set.Ici 0` is the set of all energies reached at fixed x, and `sInf` takes its infimum.

```lean
/-- The relaxed energy: the infimum of the energy over all internal coordinates `y ≥ 0`. -/
def relaxed (x : ℝ) : ℝ := sInf (energy x '' Set.Ici 0)
```

Q: "Relaxed" suggests to me a geometry that the system settles into.

A: Here the word is used more loosely. `relaxed x` is the greatest lower bound of the energies, whether or not some y reaches it. It is also a global infimum, whereas a geometry optimiser may stop in a local minimum.

Q: Suppose my simulation keeps y inside a box.

A: That case has its own definition, with y restricted to 0 ≤ y ≤ R. I write it E_R(x).

```lean
/-- The energy relaxed over the bounded range `0 ≤ y ≤ R` only, for `R ≥ 0`. -/
def boxRelaxed (R x : ℝ) : ℝ := sInf (energy x '' Set.Icc 0 R)
```

Q: Before the box, convince me that F is convex in both variables together. Convexity in x and in y separately would not be enough.

A: Start with the geometric mean. Take two points (x₁, y₁) and (x₂, y₂) in the quadrant and weights a, b ≥ 0, and set s = √(x₁y₁) and t = √(x₂y₂). Then

(2st)² = 4 x₁y₁x₂y₂ = (x₁y₂ + x₂y₁)² − (x₁y₂ − x₂y₁)² ≤ (x₁y₂ + x₂y₁)².

Both bases are nonnegative, so 2st ≤ x₁y₂ + x₂y₁. Using this in the cross term gives

(as + bt)² = a²x₁y₁ + b²x₂y₂ + ab·2st

≤ a²x₁y₁ + b²x₂y₂ + ab(x₁y₂ + x₂y₁)

= (ax₁ + bx₂)(ay₁ + by₂).

Taking the square root yields as + bt ≤ √((ax₁ + bx₂)(ay₁ + by₂)), which is joint concavity when a + b = 1. The inequality itself does not need the weights to add up to one, and the Lean statement does not ask for it.

```lean
/-- The geometric mean is jointly concave on the nonnegative quadrant: the mean of a mixture
with nonnegative weights is at least the mixture of the means. -/
theorem geometric_mean_concave {x₁ y₁ x₂ y₂ a b : ℝ} (hx₁ : 0 ≤ x₁) (hy₁ : 0 ≤ y₁)
    (hx₂ : 0 ≤ x₂) (hy₂ : 0 ≤ y₂) (ha : 0 ≤ a) (hb : 0 ≤ b) :
    a * √(x₁ * y₁) + b * √(x₂ * y₂) ≤ √((a * x₁ + b * x₂) * (a * y₁ + b * y₂)) := by
  have hs : √(x₁ * y₁) ^ 2 = x₁ * y₁ := Real.sq_sqrt (mul_nonneg hx₁ hy₁)
  have ht : √(x₂ * y₂) ^ 2 = x₂ * y₂ := Real.sq_sqrt (mul_nonneg hx₂ hy₂)
  -- the cross term is controlled by the arithmetic-geometric inequality
  have hcross : 2 * (√(x₁ * y₁) * √(x₂ * y₂)) ≤ x₁ * y₂ + x₂ * y₁ := by
    have hsq : (2 * (√(x₁ * y₁) * √(x₂ * y₂))) ^ 2 ≤ (x₁ * y₂ + x₂ * y₁) ^ 2 := by
      calc (2 * (√(x₁ * y₁) * √(x₂ * y₂))) ^ 2
          = 4 * √(x₁ * y₁) ^ 2 * √(x₂ * y₂) ^ 2 := by ring
        _ = 4 * (x₁ * y₁) * (x₂ * y₂) := by rw [hs, ht]
        _ ≤ (x₁ * y₂ + x₂ * y₁) ^ 2 := by nlinarith [sq_nonneg (x₁ * y₂ - x₂ * y₁)]
    have h := (le_abs_self _).trans (Real.abs_le_sqrt hsq)
    rwa [Real.sqrt_sq (by positivity)] at h
  refine (le_abs_self _).trans (Real.abs_le_sqrt ?_)
  calc (a * √(x₁ * y₁) + b * √(x₂ * y₂)) ^ 2
      = a ^ 2 * √(x₁ * y₁) ^ 2 + b ^ 2 * √(x₂ * y₂) ^ 2
        + a * b * (2 * (√(x₁ * y₁) * √(x₂ * y₂))) := by ring
    _ = a ^ 2 * (x₁ * y₁) + b ^ 2 * (x₂ * y₂)
        + a * b * (2 * (√(x₁ * y₁) * √(x₂ * y₂))) := by rw [hs, ht]
    _ ≤ a ^ 2 * (x₁ * y₁) + b ^ 2 * (x₂ * y₂) + a * b * (x₁ * y₂ + x₂ * y₁) := by gcongr
    _ = (a * x₁ + b * x₂) * (a * y₁ + b * y₂) := by ring
```

In the proof, `hcross` is the bound on 2st, with `nlinarith` supplied with the square (x₁y₂ − x₂y₁)². The final `calc` block is the three-line computation above, and `Real.abs_le_sqrt` takes the square root.

Q: Are the sign conditions on the coordinates more than decoration? The square root only needs x y ≥ 0.

A: That weaker condition at the two points is not enough. Take (1, 1) and (−1, −1) with weights ½ and ½. Both products equal 1, so the left side is 1, but the midpoint is (0, 0) and the right side is 0. Convexity of F breaks at the same points: F is e⁻¹ at both ends and 1 in the middle.

Q: And from the geometric mean to the energy?

A: Now let a + b = 1. The function exp(−u) decreases with u, so the concavity bound gives the first inequality below, and convexity of the exponential gives the second:

F(ax₁ + bx₂, ay₁ + by₂) ≤ exp(a(−s) + b(−t)) ≤ a exp(−s) + b exp(−t).

The right side is a F(x₁, y₁) + b F(x₂, y₂). In Lean, `ConvexOn` says that the domain is convex and that this inequality holds on it. The domain is the product of two half-lines, which is the closed quadrant.

```lean
/-- The energy is jointly convex in both coordinates on the nonnegative quadrant. -/
theorem energy_convexOn :
    ConvexOn ℝ (Set.Ici (0 : ℝ) ×ˢ Set.Ici (0 : ℝ)) (fun p : ℝ × ℝ => energy p.1 p.2) := by
  refine ⟨(convex_Ici 0).prod (convex_Ici 0), ?_⟩
  rintro ⟨x₁, y₁⟩ ⟨hx₁, hy₁⟩ ⟨x₂, y₂⟩ ⟨hx₂, hy₂⟩ a b ha hb hab
  change Real.exp (-√((a * x₁ + b * x₂) * (a * y₁ + b * y₂)))
    ≤ a * Real.exp (-√(x₁ * y₁)) + b * Real.exp (-√(x₂ * y₂))
  have hmean := geometric_mean_concave hx₁ hy₁ hx₂ hy₂ ha hb
  -- first monotonicity, then convexity of the exponential
  calc Real.exp (-√((a * x₁ + b * x₂) * (a * y₁ + b * y₂)))
      ≤ Real.exp (a * (-√(x₁ * y₁)) + b * (-√(x₂ * y₂))) :=
        Real.exp_le_exp.mpr (by linarith)
    _ ≤ a * Real.exp (-√(x₁ * y₁)) + b * Real.exp (-√(x₂ * y₂)) := by
        simpa only [smul_eq_mul] using
          convexOn_exp.2 (Set.mem_univ (-√(x₁ * y₁))) (Set.mem_univ (-√(x₂ * y₂))) ha hb hab
```

The two steps of the `calc` block are these two inequalities, in the same order.

Continuity is simpler, because F is composed of a product, a square root, a sign change and an exponential, all of them continuous.

```lean
/-- The energy is jointly continuous in both coordinates. -/
theorem energy_continuous : Continuous (fun p : ℝ × ℝ => energy p.1 p.2) :=
  Real.continuous_exp.comp (Real.continuous_sqrt.comp (continuous_fst.mul continuous_snd)).neg
```

Q: Then the relaxed values. The one at x = 0 looks trivial.

A: It is. Every y gives exp(0) = 1, so the set of energies contains only the number 1. Lean checks that 1 belongs to the set, using y = 0, and that it is a lower bound.

```lean
/-- At `x = 0` the relaxed energy equals one. -/
theorem relaxed_zero : relaxed 0 = 1 := by
  refine IsLeast.csInf_eq ⟨⟨0, Set.mem_Ici.mpr le_rfl, by simp [energy]⟩, ?_⟩
  rintro _ ⟨y, _, rfl⟩
  simp [energy]
```

For x > 0, zero is a lower bound because exponentials are positive. To see that no c > 0 is a lower bound, choose

y = (|ln c| + 1)² / x.

Then √(x y) = |ln c| + 1, and since −|ln c| ≤ ln c,

F(x, y) = exp(−|ln c| − 1) < exp(ln c) = c.

So the greatest lower bound is 0.

```lean
/-- For every `x > 0` the relaxed energy vanishes. -/
theorem relaxed_of_pos {x : ℝ} (hx : 0 < x) : relaxed x = 0 := by
  have hglb : IsGLB (energy x '' Set.Ici 0) 0 := by
    constructor
    · rintro _ ⟨y, _, rfl⟩
      exact (Real.exp_pos _).le
    · intro c hc
      by_contra hneg
      have hcpos : 0 < c := not_le.mp hneg
      -- an internal coordinate far enough out brings the energy below `c`
      have hle : c ≤ energy x ((|Real.log c| + 1) ^ 2 / x) :=
        hc ⟨_, Set.mem_Ici.mpr (by positivity), rfl⟩
      have hlt : energy x ((|Real.log c| + 1) ^ 2 / x) < c := by
        unfold energy
        rw [mul_div_cancel₀ _ hx.ne', Real.sqrt_sq (by positivity)]
        calc Real.exp (-(|Real.log c| + 1)) < Real.exp (Real.log c) :=
              Real.exp_lt_exp.mpr (by linarith [neg_abs_le (Real.log c)])
          _ = c := Real.exp_log hcpos
      exact absurd hle (not_le_of_gt hlt)
  exact hglb.csInf_eq ⟨_, ⟨0, Set.mem_Ici.mpr le_rfl, rfl⟩⟩
```

`IsGLB` means "is the greatest lower bound". Its first half is positivity. The second half assumes a positive lower bound `c` and contradicts it with the y just chosen, through `hle` and `hlt`.

Q: So for x > 0 there is no relaxed geometry at all?

A: None. The relaxed energy is 0 and F is always positive, so the energy at every y lies strictly above it. A downhill search would push y outwards until its stopping criterion was met, and the y it then reported would not be a minimum.

```lean
/-- For `x > 0` no internal coordinate attains the relaxed energy. -/
theorem relaxed_not_attained {x : ℝ} (hx : 0 < x) (y : ℝ) : relaxed x < energy x y := by
  rw [relaxed_of_pos hx]
  exact Real.exp_pos _
```

Q: I still feel that convexity ought to prevent a jump. Aren't convex functions continuous?

A: A convex function on an interval is continuous in the interior, but it may jump upwards at an end point that belongs to the interval. This is textbook background that the Lean proofs neither use nor establish. The jump in E sits exactly at such an end point, x = 0.

Q: How is the jump stated, given that x = 0 is the edge of the physical range?

A: With `ContinuousWithinAt relaxed (Set.Ici 0) 0`, which is continuity at 0 as seen from x ≥ 0 only. The theorem denies it. A natural mistake would be to deny `ContinuousAt relaxed 0` instead. In Lean, `relaxed` is defined on the whole real line, so that version also looks at x < 0, where the model has no meaning. A function equal to 1 for x ≥ 0 and 0 for x < 0 would pass as discontinuous in that sense, although nothing happens to it in the physical range.

The argument itself is short. If E were continuous at 0 from within x ≥ 0, then E(x) would tend to E(0) = 1 as x decreases to 0. But E(x) = 0 for all x > 0, so the same limit is 0. Limits are unique, and 1 ≠ 0.

```lean
/-- Relaxation can destroy continuity: the energy is continuous and jointly convex on the
nonnegative quadrant, but its infimum over `y ≥ 0` is one at `x = 0` and zero for all `x > 0`,
and so is discontinuous at `x = 0` within `x ≥ 0`. -/
theorem relaxation_destroys_continuity :
    ContinuousOn (fun p : ℝ × ℝ => energy p.1 p.2) (Set.Ici 0 ×ˢ Set.Ici 0) ∧
    ConvexOn ℝ (Set.Ici (0 : ℝ) ×ˢ Set.Ici (0 : ℝ)) (fun p : ℝ × ℝ => energy p.1 p.2) ∧
    relaxed 0 = 1 ∧ (∀ x, 0 < x → relaxed x = 0) ∧
    ¬ ContinuousWithinAt relaxed (Set.Ici 0) 0 := by
  refine ⟨energy_continuous.continuousOn, energy_convexOn, relaxed_zero,
    fun x hx => relaxed_of_pos hx, fun h => ?_⟩
  -- the limit from the right would have to be both one and zero
  have h1 : Tendsto relaxed (𝓝[>] 0) (𝓝 (relaxed 0)) := h.mono Set.Ioi_subset_Ici_self
  have h0 : Tendsto relaxed (𝓝[>] 0) (𝓝 0) := by
    refine Tendsto.congr' ?_ tendsto_const_nhds
    filter_upwards [self_mem_nhdsWithin] with x hx
    exact (relaxed_of_pos hx).symm
  have heq := tendsto_nhds_unique h1 h0
  rw [relaxed_zero] at heq
  exact one_ne_zero heq
```

The theorem collects the continuity and convexity of F, the two values of E and the failure of continuity. In its proof, `𝓝[>] 0` denotes the approach to 0 through positive x, `h1` and `h0` are the two competing limits, and `tendsto_nhds_unique` forces them to agree.

Q: Now put my box back. Does the jump survive?

A: No. For x ≥ 0 the energy never increases with y, so the lowest value over 0 ≤ y ≤ R is reached at the wall:

E_R(x) = F(x, R) = exp(−√(R x)).

At x = 0 every other y does equally well. The condition R ≥ 0 ensures that the box contains a point.

```lean
/-- With the internal coordinate confined to `0 ≤ y ≤ R`, the relaxed energy at `x ≥ 0` is the
energy at the end point `y = R`. -/
theorem boxRelaxed_eq {R x : ℝ} (hR : 0 ≤ R) (hx : 0 ≤ x) : boxRelaxed R x = energy x R := by
  refine IsLeast.csInf_eq ⟨⟨R, ⟨hR, le_rfl⟩, rfl⟩, ?_⟩
  rintro _ ⟨y, hy, rfl⟩
  exact Real.exp_le_exp.mpr
    (neg_le_neg (Real.sqrt_le_sqrt (mul_le_mul_of_nonneg_left hy.2 hx)))
```

Lean shows that F(x, R) belongs to the set of energies and lies below all the others. The second part follows the chain y ≤ R, x y ≤ x R, √(x y) ≤ √(x R), and then reverses the order with the minus sign.

The boxed curve inherits continuity from F, since it is F along the line y = R.

```lean
/-- Relaxation over a bounded range `0 ≤ y ≤ R` keeps this energy continuous on `x ≥ 0`. -/
theorem boxRelaxed_continuousOn {R : ℝ} (hR : 0 ≤ R) :
    ContinuousOn (boxRelaxed R) (Set.Ici 0) := by
  have hc : Continuous (fun x : ℝ => energy x R) :=
    energy_continuous.comp (continuous_id.prodMk continuous_const)
  exact hc.continuousOn.congr (fun x hx => boxRelaxed_eq hR hx)
```

Q: Then a simulation in a box would never show me the discontinuity.

A: It would show a steep drop that depends on the box. For R > 0, E_R falls from 1 at x = 0 to e⁻¹ at x = 1/R, so a larger box gives a narrower drop. For relaxed scans and other nested minimisations, this two-coordinate model is a reason to check whether the curve near the edge changes when the bounds on the internal coordinate are widened.

Q: What would I have to add before applying this to a real system?

A: Evidence that its energy behaves like F near the edge: an internal coordinate that decouples at x = 0 and, for any x > 0, can lower the energy by a fixed amount by moving far enough out, with no wall or restoring force to stop it. The theorems take that form of the energy as given.

Q: And as the box grows without limit, do I recover the jump?

A: Yes, at each fixed x. At x = 0 the boxed value is 1 for every R ≥ 0. At x > 0 the product R x grows without bound, so exp(−√(R x)) tends to 0. In both cases the limit is E(x), and a family of continuous curves converges pointwise to a discontinuous one.

In Lean, `atTop` stands for R → ∞. The proof first finds the limit of F(x, R), treating x = 0 and x > 0 separately, and then carries it over to `boxRelaxed`, which agrees with F(x, R) as soon as R ≥ 0.

```lean
/-- As the bound `R` on the internal coordinate grows, the energy relaxed over `0 ≤ y ≤ R`
converges at each `x ≥ 0` to the fully relaxed energy. -/
theorem boxRelaxed_tendsto {x : ℝ} (hx : 0 ≤ x) :
    Tendsto (fun R => boxRelaxed R x) atTop (𝓝 (relaxed x)) := by
  have hlim : Tendsto (fun R => energy x R) atTop (𝓝 (relaxed x)) := by
    rcases hx.eq_or_lt with h | h
    · subst h
      rw [relaxed_zero]
      simp [energy]
    · rw [relaxed_of_pos h]
      exact Real.tendsto_exp_neg_atTop_nhds_zero.comp
        (Real.tendsto_sqrt_atTop.comp (Tendsto.const_mul_atTop h tendsto_id))
  refine hlim.congr' ?_
  filter_upwards [eventually_ge_atTop (0 : ℝ)] with R hR
  exact (boxRelaxed_eq hR hx).symm

end

end RelaxationDiscontinuity
```

```lean
#print axioms RelaxationDiscontinuity.relaxed_not_attained
#print axioms RelaxationDiscontinuity.relaxation_destroys_continuity
#print axioms RelaxationDiscontinuity.boxRelaxed_continuousOn
#print axioms RelaxationDiscontinuity.boxRelaxed_tendsto
```

```
'RelaxationDiscontinuity.relaxed_not_attained' depends on axioms: [propext, Classical.choice, Quot.sound]
'RelaxationDiscontinuity.relaxation_destroys_continuity' depends on axioms: [propext, Classical.choice, Quot.sound]
'RelaxationDiscontinuity.boxRelaxed_continuousOn' depends on axioms: [propext, Classical.choice, Quot.sound]
'RelaxationDiscontinuity.boxRelaxed_tendsto' depends on axioms: [propext, Classical.choice, Quot.sound]
```
